# Along the continuous QR flow of a real symmetric matrix, power traces stay constant and sums of leading diagonal entries never decrease

Suppose that a Hamiltonian matrix is deformed continuously in the hope that its off-diagonal entries die out. If the deformation shifts the spectrum, the energies read off the final diagonal belong to a different Hamiltonian. If no quantity moves in one direction only, the matrix may wander back to where it started. The continuous QR flow is protected against both failures by a family of conserved traces and a family of growing partial sums.

## Conserved traces and growing partial sums

Let $L(t)$ be a real symmetric $n\times n$ matrix with indices $0,\dots,n-1$. The parameter $t$ labels the deformation and is not physical time. Let $B$ be the strictly lower part of $L$ minus its transpose, and let

$$L' = LB - BL .$$

The claim is that $\operatorname{tr}L^m$ is constant for every $m\ge 0$, and that for every $k\ge 0$

$$\frac{d}{dt}\sum_{i<k}L_{ii} = 2\sum_{i<k\le j}L_{ij}^2 .$$

**Traces.** Every power obeys the same equation, $(L^m)' = L^mB-BL^m$. For $m=0$ both sides vanish. If it holds for $m$, the product rule gives

$$(L^{m+1})' = (L^mB-BL^m)L + L^m(LB-BL) = L^{m+1}B-BL^{m+1},$$

because the two terms $L^mBL$ cancel. Since $\operatorname{tr}(L^mB)=\operatorname{tr}(BL^m)$, the derivative of $\operatorname{tr}L^m$ is zero.

**Partial sums.** With $L_{ji}=L_{ij}$ and $B_{ij}=-B_{ji}$,

$$(LB-BL)_{ii}=\sum_j (L_{ij}B_{ji}-B_{ij}L_{ji}) = 2\sum_j L_{ij}B_{ji}.$$

Sum over $i<k$. The terms with $j<k$ change sign when $i$ and $j$ are exchanged, so they add up to zero. In the remaining terms $i<k\le j$, hence $B_{ji}=L_{ji}=L_{ij}$, and the sum is $2\sum_{i<k\le j}L_{ij}^2$.

For a Hamiltonian in a finite orthonormal basis with real matrix elements, the partial sum adds up the energy expectation values of the first $k$ basis states. It rises at a rate set by their coupling to the other states.

One step separates these statements from a diagonalised Hamiltonian: the convergence of $L(t)$ as $t\to\infty$, which is neither assumed nor derived here. The flow takes its name from the QR iteration, but no link to that iteration is used.

## The flow in Lean

```lean
import Mathlib

open Matrix

namespace ContinuousQRFlow

noncomputable section

variable {n : ℕ}
```

Matrices have type `Matrix (Fin n) (Fin n) ℝ`, so the size is finite and arbitrary, and indices start at zero.

```lean
/-- The strictly lower triangular part of a matrix. -/
def strictLower (M : Matrix (Fin n) (Fin n) ℝ) : Matrix (Fin n) (Fin n) ℝ :=
  Matrix.of fun i j => if j < i then M i j else 0

/-- The generator `B`: the strictly lower part minus its transpose. -/
def gen (M : Matrix (Fin n) (Fin n) ℝ) : Matrix (Fin n) (Fin n) ℝ :=
  strictLower M - (strictLower M)ᵀ

/-- The right-hand side `L B - B L` of the continuous QR flow. -/
def flowField (M : Matrix (Fin n) (Fin n) ℝ) : Matrix (Fin n) (Fin n) ℝ :=
  M * gen M - gen M * M
```

`gen M` is $B$ and `flowField M` is $LB-BL$. The same flow can be written as $L'=BL-LB$ if $B$ is defined with the opposite sign.

```lean
/-- A real symmetric matrix trajectory that obeys `L' = L B - B L` entry by entry. -/
structure IsQRFlow (L : ℝ → Matrix (Fin n) (Fin n) ℝ) : Prop where
  symm : ∀ t, (L t)ᵀ = L t
  eom : ∀ t i j, HasDerivAt (fun u => L u i j) (flowField (L t) i j) t
```

The structure `IsQRFlow` collects the hypotheses. The field `symm` demands symmetry at every $t$. The field `eom` says that each entry is differentiable, with the matching entry of $LB-BL$ as its derivative. A solution for all real $t$ is taken as given; its existence for a chosen initial matrix is not derived.

```lean
/-- The sum of the first `k` diagonal entries. -/
def leadingTrace (k : ℕ) (M : Matrix (Fin n) (Fin n) ℝ) : ℝ :=
  ∑ i : Fin n with i.val < k, M i i

/-- The sum of the squared entries that couple the first `k` indices to the others. -/
def coupling (k : ℕ) (M : Matrix (Fin n) (Fin n) ℝ) : ℝ :=
  ∑ i : Fin n with i.val < k, ∑ j : Fin n with k ≤ j.val, M i j ^ 2
```

In these terms the growth law says that the derivative of `leadingTrace k (L t)` with respect to $t$ is twice `coupling k (L t)`. If $k=0$ or $k\ge n$, one of the index sets in `coupling` is empty and the coupling is zero, as it should be.

## Powers and their traces

```lean
/-- Along the flow every power of `L` obeys the same commutator equation,
`(L^m)' = L^m B - B L^m`. -/
theorem power_derivative {L : ℝ → Matrix (Fin n) (Fin n) ℝ} (h : IsQRFlow L)
    (m : ℕ) (t : ℝ) (i j : Fin n) :
    HasDerivAt (fun u => (L u ^ m) i j)
      ((L t ^ m * gen (L t) - gen (L t) * L t ^ m) i j) t := by
  induction m generalizing i j with
  | zero =>
    simp only [pow_zero, one_mul, mul_one, sub_self, Matrix.zero_apply]
    exact hasDerivAt_const _ _
  | succ m ih =>
    -- product rule for `L^m * L`
    have hp := HasDerivAt.fun_sum (u := Finset.univ)
      (fun k _ => (ih i k).fun_mul (h.eom t k j))
    have e : L t ^ (m + 1) * gen (L t) - gen (L t) * L t ^ (m + 1)
        = (L t ^ m * gen (L t) - gen (L t) * L t ^ m) * L t
          + L t ^ m * flowField (L t) := by
      rw [flowField, pow_succ]
      noncomm_ring
    rw [e]
    simp only [pow_succ, Matrix.add_apply, Matrix.mul_apply (M := L _ ^ m) (N := L _)]
    refine hp.congr_deriv ?_
    rw [Finset.sum_add_distrib, Matrix.mul_apply, Matrix.mul_apply]
```

The induction keeps `i` and `j` general, because the product rule for entry $(i,j)$ of $L^mL$ needs the hypothesis at every entry $(i,k)$. The identity `e` is the cancellation of $L^mBL$, which `noncomm_ring` checks without commuting any factors.

```lean
/-- Along the flow the trace of every power of `L` is constant. -/
theorem trace_pow_const {L : ℝ → Matrix (Fin n) (Fin n) ℝ} (h : IsQRFlow L)
    (s t : ℝ) (m : ℕ) : (L s ^ m).trace = (L t ^ m).trace := by
  have hd : ∀ u, HasDerivAt (fun v => (L v ^ m).trace) 0 u := by
    intro u
    have hp := HasDerivAt.fun_sum (u := Finset.univ)
      (fun i _ => power_derivative h m u i i)
    refine hp.congr_deriv ?_
    -- the trace of a commutator vanishes
    change (L u ^ m * gen (L u) - gen (L u) * L u ^ m).trace = 0
    rw [Matrix.trace_sub, Matrix.trace_mul_comm, sub_self]
  exact is_const_of_deriv_eq_zero (fun u => (hd u).differentiableAt)
    (fun u => (hd u).deriv) s t
```

Summing the diagonal entries of the previous result gives the trace of a commutator. `Matrix.trace_mul_comm` makes it vanish, and a function on the real line with zero derivative everywhere is constant.

For a symmetric matrix $\operatorname{tr}L^m$ is the sum of the $m$-th powers of the eigenvalues, and by Newton's identities these sums fix the eigenvalues with their multiplicities. That last inference is ordinary algebra added here; the theorem itself speaks of traces.

## The growth law

```lean
/-- For a symmetric matrix, the first `k` diagonal entries of `L B - B L` sum to twice
the squared coupling between the first `k` indices and the others. -/
theorem leadingTrace_flowField (M : Matrix (Fin n) (Fin n) ℝ) (hM : Mᵀ = M) (k : ℕ) :
    leadingTrace k (flowField M) = 2 * coupling k M := by
  have hs : ∀ i j, M j i = M i j := fun i j => congrFun (congrFun hM i) j
  have hB : ∀ i j, gen M j i = -gen M i j := by
    intro i j
    simp only [gen, Matrix.sub_apply, Matrix.transpose_apply]
    ring
  have hd : ∀ i, flowField M i i = ∑ j, 2 * (M i j * gen M j i) := by
    intro i
    simp only [flowField, Matrix.sub_apply, Matrix.mul_apply]
    rw [← Finset.sum_sub_distrib]
    refine Finset.sum_congr rfl fun j _ => ?_
    rw [hs i j, hB i j]
    ring
  -- contributions from inside the block cancel in pairs
  have hz : ∀ S : Finset (Fin n), ∑ i ∈ S, ∑ j ∈ S, 2 * (M i j * gen M j i) = 0 := by
    intro S
    have h : ∑ i ∈ S, ∑ j ∈ S, 2 * (M i j * gen M j i)
        = -∑ i ∈ S, ∑ j ∈ S, 2 * (M i j * gen M j i) := by
      conv_lhs => rw [Finset.sum_comm]
      simp only [← Finset.sum_neg_distrib]
      refine Finset.sum_congr rfl fun i _ => Finset.sum_congr rfl fun j _ => ?_
      rw [hs i j, hB i j]
      ring
    linarith
  have hsp : ∀ i, ∑ j, 2 * (M i j * gen M j i)
      = ∑ j : Fin n with j.val < k, 2 * (M i j * gen M j i)
        + ∑ j : Fin n with k ≤ j.val, 2 * (M i j * gen M j i) := by
    intro i
    refine (Finset.sum_filter_add_sum_filter_not Finset.univ
      (fun j : Fin n => j.val < k) _).symm.trans ?_
    congr 1
    exact Finset.sum_congr (by ext j; simp) (fun _ _ => rfl)
  unfold leadingTrace coupling
  simp only [hd, hsp]
  rw [Finset.sum_add_distrib, hz, zero_add, Finset.mul_sum]
  refine Finset.sum_congr rfl fun i hi => ?_
  rw [Finset.mul_sum]
  refine Finset.sum_congr rfl fun j hj => ?_
  simp only [Finset.mem_filter, Finset.mem_univ, true_and] at hi hj
  have hij : i < j := Fin.lt_def.mpr (by omega)
  have hg : gen M j i = M i j := by
    simp [gen, strictLower, hij, lt_asymm hij, hs i j]
  rw [hg]
  ring
```

This lemma concerns a single symmetric matrix. `hs` and `hB` record the symmetry of $L$ and the antisymmetry of $B$, and `hd` is the formula for the diagonal of the commutator. `hz` exchanges the summation order to show that the sum inside a block equals its own negative. `hsp` splits the sum over $j$ at $k$, and `hg` identifies $B_{ji}$ with $L_{ij}$ in the part that survives.

```lean
/-- Continuous QR flow: all traces of powers of `L` are constant, and the sum of the first
`k` diagonal entries grows at twice the sum of `L_ij ^ 2` over `i` among the first `k`
indices and `j` among the others. -/
theorem qr_flow {L : ℝ → Matrix (Fin n) (Fin n) ℝ} (h : IsQRFlow L) :
    (∀ (m : ℕ) (s t : ℝ), (L s ^ m).trace = (L t ^ m).trace) ∧
    ∀ (k : ℕ) (t : ℝ),
      HasDerivAt (fun u => leadingTrace k (L u)) (2 * coupling k (L t)) t := by
  refine ⟨fun m s t => trace_pow_const h s t m, fun k t => ?_⟩
  rw [← leadingTrace_flowField (L t) (h.symm t) k]
  exact HasDerivAt.fun_sum (fun i _ => h.eom t i i)
```

The main theorem joins the two results. Its second half adds the equations of motion of the first $k$ diagonal entries and rewrites the sum with the lemma.

The equation of motion alone does not imply the growth law. Take the constant matrix

$$L=\begin{pmatrix}0&1\\0&0\end{pmatrix}.$$

Its strictly lower part is zero, so $B=0$ and $L'=0=LB-BL$. For $k=1$ the partial sum is constant, while the law would give it the derivative $2$. Only `symm` is violated. The constancy of the traces survives, since its proof uses `eom` alone.

```lean
/-- Along the flow the sum of the first `k` diagonal entries never decreases. -/
theorem leadingTrace_monotone {L : ℝ → Matrix (Fin n) (Fin n) ℝ} (h : IsQRFlow L)
    (k : ℕ) : Monotone fun t => leadingTrace k (L t) := by
  refine monotone_of_deriv_nonneg
    (fun t => ((qr_flow h).2 k t).differentiableAt) (fun t => ?_)
  rw [((qr_flow h).2 k t).deriv]
  exact mul_nonneg zero_le_two
    (Finset.sum_nonneg fun _ _ => Finset.sum_nonneg fun _ _ => sq_nonneg _)
```

The derivative is twice a sum of squares, hence non-negative.

## Where the flow stops

If a symmetric matrix $M$ has $MB-BM=0$, the growth formula makes its coupling zero for every $k$. For $i<j$, the choice $k=j$ puts $M_{ij}^2$ among the vanishing squares, so $M_{ij}=0$, and symmetry handles $i>j$. Conversely, a diagonal matrix has $B=0$.

```lean
/-- A symmetric matrix is a stationary point of the flow exactly when it is diagonal. -/
theorem stationary_iff_diagonal (M : Matrix (Fin n) (Fin n) ℝ) (hM : Mᵀ = M) :
    flowField M = 0 ↔ ∀ i j, i ≠ j → M i j = 0 := by
  constructor
  · intro h
    have key : ∀ i j, i < j → M i j = 0 := by
      intro i j hij
      -- cut the index range just before `j`
      have h1 := leadingTrace_flowField M hM j.val
      have h0 : leadingTrace j.val (0 : Matrix (Fin n) (Fin n) ℝ) = 0 := by
        simp [leadingTrace]
      rw [h, h0] at h1
      have a : M i j ^ 2 ≤ ∑ l : Fin n with j.val ≤ l.val, M i l ^ 2 :=
        Finset.single_le_sum (f := fun l => M i l ^ 2)
          (fun l _ => sq_nonneg _) (by simp)
      have b : ∑ l : Fin n with j.val ≤ l.val, M i l ^ 2 ≤ coupling j.val M :=
        Finset.single_le_sum
          (f := fun i => ∑ l : Fin n with j.val ≤ l.val, M i l ^ 2)
          (fun _ _ => Finset.sum_nonneg fun _ _ => sq_nonneg _) (by simpa using hij)
      exact (pow_eq_zero_iff two_ne_zero).1 (le_antisymm (by linarith) (sq_nonneg _))
    intro i j hij
    rcases lt_or_gt_of_ne hij with h1 | h1
    · exact key i j h1
    · exact (congrFun (congrFun hM j) i).trans (key j i h1)
  · intro h
    have h0 : strictLower M = 0 := by
      ext i j
      simp only [strictLower, Matrix.of_apply, Matrix.zero_apply]
      split_ifs with hji
      · exact h i j hji.ne'
      · rfl
    simp [flowField, gen, h0]
```

The inequalities `a` and `b` bound $M_{ij}^2$ by its row sum and the row sum by the coupling, which is zero.

## The minimal polynomial

Let $p$ be the minimal polynomial of $L(s)$. The trace of $p(L)^2$ is a linear combination of power traces, so

$$\operatorname{tr}p(L(t))^2=\operatorname{tr}p(L(s))^2=0.$$

The matrix $S=p(L(t))$ is symmetric, so this trace equals $\sum_{i,j}S_{ij}^2$, and therefore $S=0$. The minimal polynomial of $L(t)$ thus divides $p$. Exchanging $s$ and $t$ gives the reverse divisibility, and two monic polynomials that divide each other are equal.

```lean
/-- Along the flow the minimal polynomial of `L` is constant. -/
theorem minpoly_const {L : ℝ → Matrix (Fin n) (Fin n) ℝ} (h : IsQRFlow L) (s t : ℝ) :
    minpoly ℝ (L s) = minpoly ℝ (L t) := by
  have hdvd : ∀ s t, minpoly ℝ (L t) ∣ minpoly ℝ (L s) := by
    intro s t
    apply minpoly.dvd
    have htr : ∀ p : Polynomial ℝ, (Polynomial.aeval (L t) p).trace
        = (Polynomial.aeval (L s) p).trace := by
      intro p
      simp only [Polynomial.aeval_eq_sum_range, Matrix.trace_sum, Matrix.trace_smul,
        trace_pow_const h t s]
    have hsym : (Polynomial.aeval (L t) (minpoly ℝ (L s)))ᵀ
        = Polynomial.aeval (L t) (minpoly ℝ (L s)) := by
      simp only [Polynomial.aeval_eq_sum_range, Matrix.transpose_sum,
        Matrix.transpose_smul, Matrix.transpose_pow, h.symm t]
    have h2 := htr (minpoly ℝ (L s) * minpoly ℝ (L s))
    rw [map_mul, map_mul, minpoly.aeval, mul_zero, Matrix.trace_zero] at h2
    generalize Polynomial.aeval (L t) (minpoly ℝ (L s)) = S at hsym h2 ⊢
    -- a symmetric matrix whose square has zero trace vanishes
    have e : ∑ i, ∑ j, S i j ^ 2 = 0 := by
      rw [← h2]
      simp only [Matrix.trace, Matrix.diag_apply, Matrix.mul_apply]
      refine Finset.sum_congr rfl fun i _ => Finset.sum_congr rfl fun j _ => ?_
      have hij : S j i = S i j := congrFun (congrFun hsym i) j
      rw [hij]
      ring
    ext i j
    have a : S i j ^ 2 ≤ ∑ l, S i l ^ 2 :=
      Finset.single_le_sum (f := fun l => S i l ^ 2)
        (fun l _ => sq_nonneg _) (Finset.mem_univ j)
    have b : ∑ l, S i l ^ 2 ≤ ∑ i, ∑ l, S i l ^ 2 :=
      Finset.single_le_sum (f := fun i => ∑ l, S i l ^ 2)
        (fun _ _ => Finset.sum_nonneg fun _ _ => sq_nonneg _) (Finset.mem_univ i)
    exact (pow_eq_zero_iff two_ne_zero).1 (le_antisymm (by linarith) (sq_nonneg _))
  exact Polynomial.eq_of_monic_of_associated
    (minpoly.monic (IsIntegral.of_finite ℝ (L s)))
    (minpoly.monic (IsIntegral.of_finite ℝ (L t)))
    (associated_of_dvd_dvd (hdvd t s) (hdvd s t))
```

`htr` extends trace conservation from powers to polynomials, and `hsym` gives the symmetry of $S$. The sum of squares is `e`, and the last lines combine the two divisibilities. For a symmetric matrix the roots of the minimal polynomial are the distinct eigenvalues.

## A two-level solution

Write $a=\tanh 2t$ and $b=1/\cosh 2t$. Then

$$L=\begin{pmatrix}a&b\\b&-a\end{pmatrix},\quad
B=\begin{pmatrix}0&-b\\b&0\end{pmatrix},\quad
LB-BL=\begin{pmatrix}2b^2&-2ab\\-2ab&-2b^2\end{pmatrix}.$$

Since $a'=2b^2$ and $b'=-2ab$, this is a solution. Its eigenvalues are $\pm1$ throughout, because $a^2+b^2=1$. At $t=0$ the two basis states have equal diagonal energies and coupling 1; as $t$ grows the coupling fades and the diagonal tends to $(1,-1)$.

```lean
/-- The two-level matrix with diagonal `tanh 2t`, `-tanh 2t` and off-diagonal entries
`1 / cosh 2t` is a solution of the flow. -/
theorem qr_flow_witness : IsQRFlow (fun t : ℝ =>
    !![Real.sinh (2 * t) / Real.cosh (2 * t), 1 / Real.cosh (2 * t);
       1 / Real.cosh (2 * t), -(Real.sinh (2 * t) / Real.cosh (2 * t))]) := by
  have hf : ∀ a b : ℝ, flowField !![a, b; b, -a]
      = !![2 * b ^ 2, -2 * a * b; -2 * a * b, -(2 * b ^ 2)] := by
    intro a b
    -- the generator is a plane rotation generator of strength `b`
    have hg : gen !![a, b; b, -a] = !![0, -b; b, 0] := by
      ext i j
      fin_cases i <;> fin_cases j <;> simp [gen, strictLower]
    rw [flowField, hg, Matrix.mul_fin_two, Matrix.mul_fin_two]
    ext i j
    fin_cases i <;> fin_cases j <;> simp <;> ring
  refine ⟨fun t => ?_, fun t i j => ?_⟩
  · ext i j
    fin_cases i <;> fin_cases j <;> rfl
  · have hne : Real.cosh (2 * t) ≠ 0 := (Real.cosh_pos _).ne'
    have h2 : HasDerivAt (fun u : ℝ => 2 * u) 2 t := by
      simpa using (hasDerivAt_id' t).const_mul (2 : ℝ)
    have ha : HasDerivAt (fun u => Real.sinh (2 * u) / Real.cosh (2 * u))
        (2 * (1 / Real.cosh (2 * t)) ^ 2) t := by
      refine (h2.sinh.fun_div h2.cosh hne).congr_deriv ?_
      have e : Real.cosh (2 * t) * 2 * Real.cosh (2 * t)
          - Real.sinh (2 * t) * (Real.sinh (2 * t) * 2) = 2 := by
        linear_combination 2 * Real.cosh_sq (2 * t)
      rw [e]
      ring
    have hb : HasDerivAt (fun u => 1 / Real.cosh (2 * u))
        (-2 * (Real.sinh (2 * t) / Real.cosh (2 * t)) * (1 / Real.cosh (2 * t))) t := by
      refine ((hasDerivAt_const t (1 : ℝ)).fun_div h2.cosh hne).congr_deriv ?_
      ring
    rw [hf]
    fin_cases i <;> fin_cases j
    · exact ha
    · exact hb
    · exact hb
    · exact ha.fun_neg

end

end ContinuousQRFlow
```

`hf` computes the commutator for general $a$ and $b$, while `ha` and `hb` are the two derivatives, the first resting on $\cosh^2-\sinh^2=1$. The hypotheses of `IsQRFlow` are therefore met by a trajectory that actually moves.

```lean
#print axioms ContinuousQRFlow.leadingTrace_monotone
#print axioms ContinuousQRFlow.stationary_iff_diagonal
#print axioms ContinuousQRFlow.minpoly_const
```

```
'ContinuousQRFlow.leadingTrace_monotone' depends on axioms: [propext, Classical.choice, Quot.sound]
'ContinuousQRFlow.stationary_iff_diagonal' depends on axioms: [propext, Classical.choice, Quot.sound]
'ContinuousQRFlow.minpoly_const' depends on axioms: [propext, Classical.choice, Quot.sound]
```
